# At non-negative inverse temperature, the thermal mean energy of finitely many states is at most the plain average of their energies

Q: A spin in a magnetic field has finitely many levels. In the limit of an infinitely hot bath all its states are equally populated, and its mean energy is the plain average of the levels. In a colder bath the low levels gain weight, so the energy should not lie above that average. Does the formal statement say this, or only something about abstract sums?

A: It says this for any nonempty finite set of states with fixed real energies. The states form the type `ι`.

```lean
import Mathlib

open Finset

namespace ThermalMeanRearrangement

noncomputable section

variable {ι : Type*} [Fintype ι]
```

State $i$ has energy $e_i$ and unnormalised weight $w_i=e^{-\beta e_i}$, where $\beta$ is the inverse temperature.

```lean
/-- The Boltzmann weight `exp (-β e i)` of state `i` at inverse temperature `β`. -/
def boltzmannWeight (β : ℝ) (e : ι → ℝ) (i : ι) : ℝ := Real.exp (-β * e i)
```

Q: Unnormalised? Then where are the probabilities?

A: The mean divides by the total weight. With $Z=\sum_i w_i$, the probability of state $i$ is $w_i/Z$, and an observable with value $A_i$ in state $i$ has mean $\sum_i w_iA_i/Z$.

```lean
/-- The mean of an observable `A` with statistical weights `w`, for weights of nonzero sum. -/
def weightedMean (w A : ι → ℝ) : ℝ := (∑ i, w i * A i) / ∑ i, w i
```

The plain average divides by the number of states $N$, so a degenerate level counts once per state.

```lean
/-- The plain average of an observable over all states, for a nonempty set of states. -/
def plainMean (A : ι → ℝ) : ℝ := (∑ i, A i) / (Fintype.card ι : ℝ)
```

The thermal mean is the weighted mean with Boltzmann weights. For a quantum observable, $A_i$ is its expectation value in energy eigenstate $i$.

```lean
/-- The thermal mean of an observable `A` for a nonempty set of states with energies `e`. -/
def thermalMean (β : ℝ) (e A : ι → ℝ) : ℝ := weightedMean (boltzmannWeight β e) A
```

Q: How do you compare the two means without knowing the spectrum?

A: By comparing states in pairs. Let $S=\sum_{i,j}(w_i-w_j)(A_i-A_j)$. Multiplying out gives four double sums:

$$S=N\sum_i w_iA_i-Z\sum_i A_i-Z\sum_i A_i+N\sum_i w_iA_i=2\Big(N\sum_i w_iA_i-Z\sum_i A_i\Big).$$

The Lean proof does the sum over $j$ first, at fixed $i$, and then the sum over $i$.

```lean
/-- The sum over all pairs of states of weight difference times observable difference,
written through single sums. -/
theorem pair_sum_identity (w A : ι → ℝ) :
    ∑ i, ∑ j, (w i - w j) * (A i - A j) =
      2 * ((Fintype.card ι : ℝ) * ∑ i, w i * A i - (∑ i, w i) * ∑ i, A i) := by
  -- carry out the inner sum for a fixed first state
  have h : ∀ i, ∑ j, (w i - w j) * (A i - A j) =
      (Fintype.card ι : ℝ) * (w i * A i) - w i * (∑ j, A j)
        - (∑ j, w j) * A i + ∑ j, w j * A j := by
    intro i
    have hexp : ∀ j, (w i - w j) * (A i - A j) =
        w i * A i - w i * A j - w j * A i + w j * A j := fun j => by ring
    simp only [hexp, sum_add_distrib, sum_sub_distrib, mul_sum, sum_mul,
      sum_const, card_univ, nsmul_eq_mul]
  simp only [h, sum_add_distrib, sum_sub_distrib, ← mul_sum, ← sum_mul,
    sum_const, card_univ, nsmul_eq_mul]
  ring
```

Over a common denominator, the difference of the means is

$$\frac{\sum_i A_i}{N}-\frac{\sum_i w_iA_i}{Z}=\frac{Z\sum_i A_i-N\sum_i w_iA_i}{NZ}=-\frac{S}{2NZ}.$$

This needs only $Z\neq0$, which already forces at least one state. Lean cross-multiplies, and `ring` finishes the algebra.

```lean
/-- The plain average minus the weighted mean, as a sum over pairs of states. -/
theorem plainMean_sub_weightedMean (w A : ι → ℝ) (hw : ∑ i, w i ≠ 0) :
    plainMean A - weightedMean w A =
      -(∑ i, ∑ j, (w i - w j) * (A i - A j)) /
        (2 * (Fintype.card ι : ℝ) * ∑ i, w i) := by
  -- a nonzero total weight forces at least one state
  have hN : (Fintype.card ι : ℝ) ≠ 0 := by
    intro h0
    have h1 : Fintype.card ι = 0 := by exact_mod_cast h0
    have : IsEmpty ι := Fintype.card_eq_zero_iff.mp h1
    exact hw (by simp)
  rw [pair_sum_identity, plainMean, weightedMean, div_sub_div _ _ hN hw,
    div_eq_div_iff (mul_ne_zero hN hw) (mul_ne_zero (mul_ne_zero two_ne_zero hN) hw)]
  ring
```

If $Z>0$ and no pair term is positive, then $S\le0$ and the difference is non-negative.

```lean
/-- If weights of positive sum are ordered oppositely to an observable, the weighted mean
of the observable is at most its plain average. -/
theorem weightedMean_le_plainMean (w A : ι → ℝ) (hw : 0 < ∑ i, w i)
    (h : ∀ i j, (w i - w j) * (A i - A j) ≤ 0) :
    weightedMean w A ≤ plainMean A := by
  have hgap := plainMean_sub_weightedMean w A hw.ne'
  have hpos : 0 ≤ -(∑ i, ∑ j, (w i - w j) * (A i - A j)) /
      (2 * (Fintype.card ι : ℝ) * ∑ i, w i) :=
    div_nonneg
      (neg_nonneg.mpr (sum_nonpos fun i _ => sum_nonpos fun j _ => h i j))
      (mul_nonneg (mul_nonneg zero_le_two (Nat.cast_nonneg _)) hw.le)
  linarith
```

Q: That ordering is a hypothesis. Is the physics being assumed there?

A: For Boltzmann weights it is derived. Let $\beta\ge0$ and suppose that $A$ does not decrease with energy: $e_i<e_j$ implies $A_i\le A_j$. If $e_i<e_j$, then $w_i\ge w_j$, so the pair term is at most zero. The case $e_i>e_j$ is the same with the labels exchanged. If $e_i=e_j$, the weights agree and the term vanishes, even when $A_i\neq A_j$. The proof makes the same three-way split with `lt_trichotomy`.

```lean
omit [Fintype ι] in
/-- At `β ≥ 0` the Boltzmann weights are ordered oppositely to every observable that does
not decrease with energy. -/
theorem boltzmannWeight_opposite {β : ℝ} (hβ : 0 ≤ β) (e A : ι → ℝ)
    (hA : ∀ i j, e i < e j → A i ≤ A j) (i j : ι) :
    (boltzmannWeight β e i - boltzmannWeight β e j) * (A i - A j) ≤ 0 := by
  have hmono : ∀ k l, e k < e l → boltzmannWeight β e l ≤ boltzmannWeight β e k := by
    intro k l hkl
    apply Real.exp_le_exp.mpr
    nlinarith [mul_nonneg hβ (sub_nonneg.mpr hkl.le)]
  rcases lt_trichotomy (e i) (e j) with h | h | h
  · nlinarith [mul_nonneg (sub_nonneg.mpr (hmono i j h)) (sub_nonneg.mpr (hA i j h))]
  · -- degenerate states carry equal weights
    have hw : boltzmannWeight β e i = boltzmannWeight β e j := by
      unfold boltzmannWeight
      rw [h]
    rw [hw, sub_self, zero_mul]
  · nlinarith [mul_nonneg (sub_nonneg.mpr (hmono j i h)) (sub_nonneg.mpr (hA j i h))]
```

Every exponential is positive, so $Z>0$ as soon as there is a state.

```lean
/-- The sum of the Boltzmann weights over a nonempty set of states is positive. -/
theorem partition_pos [Nonempty ι] (β : ℝ) (e : ι → ℝ) :
    0 < ∑ i, boltzmannWeight β e i :=
  sum_pos (fun _ _ => Real.exp_pos _) univ_nonempty
```

These two facts supply what the general inequality requires.

```lean
/-- At `β ≥ 0` the thermal mean of an observable that does not decrease with energy is at
most its plain average. -/
theorem thermalMean_le_plainMean [Nonempty ι] {β : ℝ} (hβ : 0 ≤ β) (e A : ι → ℝ)
    (hA : ∀ i j, e i < e j → A i ≤ A j) :
    thermalMean β e A ≤ plainMean A :=
  weightedMean_le_plainMean _ A (partition_pos β e) (boltzmannWeight_opposite hβ e A hA)
```

Taking $A=e$ satisfies the ordering condition automatically. The energy statement is written out in full, so you can read it without the definitions.

```lean
/-- At `β ≥ 0` the thermal mean energy is at most the plain average of the energies. -/
theorem thermal_energy_le_average [Nonempty ι] {β : ℝ} (hβ : 0 ≤ β) (e : ι → ℝ) :
    (∑ i, e i * Real.exp (-β * e i)) / (∑ i, Real.exp (-β * e i)) ≤
      (∑ i, e i) / (Fintype.card ι : ℝ) := by
  have h := thermalMean_le_plainMean hβ e e (fun _ _ hij => hij.le)
  simp only [thermalMean, weightedMean, plainMean, boltzmannWeight] at h
  simp only [mul_comm (e _) (Real.exp _)]
  exact h
```

Q: Could the inequality be an equality in disguise?

A: At $\beta=0$ it is one, since all weights are 1. For $\beta>0$ equality holds exactly when all energies coincide, as they trivially do for a single state. Equal means give $S=0$. A sum of nonpositive terms vanishes only if each term does, so for every pair $w_i=w_j$ or $e_i=e_j$. The exponential is injective and $\beta\neq0$, so the first case also gives $e_i=e_j$. Conversely, equal energies make every term zero, and the pair identity returns equal means.

```lean
/-- At `β > 0` the thermal mean energy equals the plain average exactly when all energies
coincide. -/
theorem thermal_energy_eq_average_iff [Nonempty ι] {β : ℝ} (hβ : 0 < β) (e : ι → ℝ) :
    thermalMean β e e = plainMean e ↔ ∀ i j, e i = e j := by
  have hZ := partition_pos β e
  have hN : (0 : ℝ) < Fintype.card ι := by exact_mod_cast Fintype.card_pos
  have hid := pair_sum_identity (boltzmannWeight β e) e
  have hterm := boltzmannWeight_opposite hβ.le e e (fun _ _ hij => hij.le)
  unfold thermalMean weightedMean plainMean
  rw [div_eq_div_iff hZ.ne' hN.ne']
  constructor
  · intro heq i j
    have hS : ∑ i, ∑ j, (boltzmannWeight β e i - boltzmannWeight β e j) * (e i - e j) = 0 := by
      rw [hid]
      linear_combination 2 * heq
    -- a vanishing sum of nonpositive terms vanishes term by term
    have hi := (sum_eq_zero_iff_of_nonpos
      (fun i _ => sum_nonpos fun j _ => hterm i j)).mp hS i (mem_univ i)
    have hij := (sum_eq_zero_iff_of_nonpos (fun j _ => hterm i j)).mp hi j (mem_univ j)
    rcases mul_eq_zero.mp hij with hw | he
    · have hexp : -β * e i = -β * e j := Real.exp_injective (sub_eq_zero.mp hw)
      exact mul_left_cancel₀ (neg_ne_zero.mpr hβ.ne') hexp
    · exact sub_eq_zero.mp he
  · intro hall
    have hS : ∑ i, ∑ j, (boltzmannWeight β e i - boltzmannWeight β e j) * (e i - e j) = 0 :=
      sum_eq_zero fun i _ => sum_eq_zero fun j _ => by rw [hall i j, sub_self, mul_zero]
    rw [hid] at hS
    linear_combination hS / 2
```

Q: And an inverted spin population?

A: A thermal population that is inverted has $\beta<0$, and the inequality reverses. The theorem also includes $\beta=0$, where the two means are equal. Replacing $(\beta,e)$ by $(-\beta,-e)$ leaves $\beta e_i$, and hence every weight, unchanged, while both means change sign.

```lean
/-- At `β ≤ 0` the thermal mean energy is at least the plain average of the energies. -/
theorem average_le_thermal_energy_of_nonpos [Nonempty ι] {β : ℝ} (hβ : β ≤ 0)
    (e : ι → ℝ) : plainMean e ≤ thermalMean β e e := by
  -- changing the sign of both `β` and the energies leaves the weights unchanged
  have h := thermalMean_le_plainMean (neg_nonneg.mpr hβ) (fun i => -e i) (fun i => -e i)
    (fun _ _ hij => hij.le)
  simpa [thermalMean, weightedMean, plainMean, boltzmannWeight, neg_div] using h

end

end ThermalMeanRearrangement
```

```lean
#print axioms ThermalMeanRearrangement.thermal_energy_le_average
#print axioms ThermalMeanRearrangement.thermal_energy_eq_average_iff
#print axioms ThermalMeanRearrangement.average_le_thermal_energy_of_nonpos
```

```
'ThermalMeanRearrangement.thermal_energy_le_average' depends on axioms: [propext, Classical.choice, Quot.sound]
'ThermalMeanRearrangement.thermal_energy_eq_average_iff' depends on axioms: [propext, Classical.choice, Quot.sound]
'ThermalMeanRearrangement.average_le_thermal_energy_of_nonpos' depends on axioms: [propext, Classical.choice, Quot.sound]
```

Q: Where would I meet this, and where does it stop?

A: For a Hamiltonian matrix in a finite orthonormal basis, with temperature-independent entries, the trace is the sum of the energy eigenvalues. The canonical energy computed from these eigenvalues at $\beta\ge0$ is therefore at most the trace divided by the dimension, a bound that needs no diagonalisation. If the basis is a truncation, this bounds the thermal energy of the matrix model, not that of the full system. An infinite spectrum, such as the full harmonic oscillator, is not covered.

Q: Does the argument also compare two finite temperatures?

A: Yes, by a short calculation that I have done by hand only. For $\beta'\ge\beta$, put $p_i=e^{-\beta e_i}$ and $v_i=e^{-(\beta'-\beta)e_i}$. Then

$$0\ge\sum_{i,j}p_ip_j(v_i-v_j)(e_i-e_j)=2\Big(\sum_i p_i\sum_i p_iv_ie_i-\sum_i p_iv_i\sum_i p_ie_i\Big).$$

Since $p_iv_i=e^{-\beta'e_i}$, dividing by $2\sum_i p_i\sum_i p_iv_i$ shows that the mean energy at $\beta'$ is at most that at $\beta$.
